# An open antiferromagnetic Ising chain of \(n\ge 2\) spins has exactly \(2F_{n-1}\) configurations that no single spin flip lowers in energy

Take \(n\ge2\) classical spins \(\pm1\) on an open chain, with the sum of neighbouring products as energy. Exactly \(2F_{n-1}\) configurations have an energy that no single spin flip lowers, where \(F_1=F_2=1\) are Fibonacci numbers. The count includes the ground states and grows exponentially with length.

In this classical one-dimensional model, a search that reverses one spin at a time and accepts only reversals that lower the energy can therefore stall at exponentially many patterns. The same would hold for such a search over magnetic starting guesses for self-consistent-field (SCF) calculations if the converged energies followed this model, which itself has no orbitals and no SCF iteration.

## The chain, its flips and its traps

Let \(N=n-1\) be the number of bonds and label the spins \(s_0,\dots,s_N\). In Lean each spin is an element of `ℤˣ`, the invertible integers, which are \(1\) and \(-1\). The type `Spins N` therefore describes \(N+1\) spins.

```lean
import Mathlib

namespace AntiferromagneticTraps

/-- Configurations of an open chain with `N` bonds, that is `N + 1` spins, each `1` or `-1`. -/
abbrev Spins (N : ℕ) := Fin (N + 1) → ℤˣ
```

The energy is
\[
E(s)=\sum_{i=0}^{N-1}s_is_{i+1}.
\]
The coupling is uniform and sets the unit of energy. Its positive sign favours antiparallel neighbours. In the code, `i.castSucc` and `i.succ` are the left and right ends of bond \(i\).

```lean
/-- Antiferromagnetic chain energy: the sum of the products of neighbouring spins. -/
def energy {N : ℕ} (s : Spins N) : ℤ :=
  ∑ i : Fin N, (s i.castSucc : ℤ) * (s i.succ : ℤ)
```

A flip reverses one spin and leaves the others alone.

```lean
/-- The configuration with the spin at site `i` reversed. -/
def flipSpin {N : ℕ} (s : Spins N) (i : Fin (N + 1)) : Spins N :=
  Function.update s i (-s i)
```

A trap is a configuration whose energy is no higher than that after any single flip. Flips that leave the energy unchanged are allowed, so a trap need not be a strict local minimum. A parallel bond inside a trap can move along the chain by such neutral flips, and a search that accepts them may escape.

```lean
/-- A trap: no single spin flip lowers the energy. -/
def IsTrap {N : ℕ} (s : Spins N) : Prop :=
  ∀ i, energy s ≤ energy (flipSpin s i)
```

The count uses an auxiliary problem in which the first spin also feels a fixed outer field \(h\), with energy \(E_h(s)=hs_0+E(s)\). For \(h=\pm1\) the field acts as a frozen neighbour on the left. `IsTrapIn h s` says that no single flip lowers \(E_h\).

```lean
/-- A trap of the chain whose first spin is also coupled to a fixed outer field `h`. -/
def IsTrapIn {N : ℕ} (h : ℤ) (s : Spins N) : Prop :=
  ∀ i, h * (s 0 : ℤ) + energy s ≤ h * (flipSpin s i 0 : ℤ) + energy (flipSpin s i)
```

Finally, \(at\) denotes the chain \(t\) with a spin \(a\) attached at its left end.

```lean
/-- The chain extended by one spin `a` at its left end. -/
def attach {N : ℕ} (a : ℤˣ) (t : Spins N) : Spins (N + 1) := Fin.cons a t
```

## (a) The energy of one more bond

Show that attaching a spin \(a\) to a chain \(t\) gives
\[
E(at)=a\,t_0+E(t).
\]

**Solution.** The first bond of \(at\) joins \(a\) to \(t_0\) and contributes \(at_0\). The remaining bonds are those of \(t\), and their sum is \(E(t)\). In Lean, `Fin.sum_univ_succ` splits off the first bond, and `h0`, `h1` and `h2` identify the spins at the bond ends.

```lean
/-- Attaching a spin adds the energy of one new bond. -/
theorem energy_attach {N : ℕ} (a : ℤˣ) (t : Spins N) :
    energy (attach a t) = (a : ℤ) * (t 0 : ℤ) + energy t := by
  have h0 : attach a t (Fin.castSucc 0) = a := by simp [attach]
  have h1 : ∀ i : Fin (N + 1), attach a t i.succ = t i := fun i => by simp [attach]
  have h2 : ∀ i : Fin N, attach a t i.succ.castSucc = t i.castSucc :=
    fun i => h1 i.castSucc
  unfold energy
  rw [Fin.sum_univ_succ]
  simp only [h0, h1, h2]
```

## (b) The transfer rule

Show that
\[
at\text{ is a trap in }h\iff a(h+t_0)\le0\ \text{ and }\ t\text{ is a trap in }a.
\]

**Solution.** By (a), \(E_h(at)=ha+at_0+E(t)\). Flipping \(a\) changes this by \(-2a(h+t_0)\), which is non-negative exactly when the first condition holds. Flipping a spin of \(t\) leaves \(ha\) fixed, so only \(at_0+E(t)=E_a(t)\) matters. No such flip lowers the energy exactly when \(t\) is a trap in the field \(a\).

The statements `f0` and `f1` separate these two kinds of flip, and `linarith` compares the energies.

```lean
/-- Transfer rule: an extended chain is a trap exactly when flipping the new spin does not
lower the energy and the old chain is a trap in the field of the new spin. -/
theorem isTrapIn_attach {N : ℕ} (h : ℤ) (a : ℤˣ) (t : Spins N) :
    IsTrapIn h (attach a t) ↔ (a : ℤ) * (h + (t 0 : ℤ)) ≤ 0 ∧ IsTrapIn (a : ℤ) t := by
  have z : ∀ (b : ℤˣ) (u : Spins N), attach b u 0 = b := fun _ _ => rfl
  -- a flip acts either on the new spin or inside the old chain
  have f0 : flipSpin (attach a t) 0 = attach (-a) t := by
    funext j
    refine Fin.cases ?_ (fun k => ?_) j <;> simp [flipSpin, attach]
  have f1 : ∀ i, flipSpin (attach a t) i.succ = attach a (flipSpin t i) := by
    intro i
    funext j
    refine Fin.cases ?_ (fun k => ?_) j <;>
      simp [flipSpin, attach, Function.update_apply, (Fin.succ_ne_zero i).symm]
  constructor
  · intro H
    refine ⟨?_, fun i => ?_⟩
    · have := H 0
      simp only [f0, energy_attach, z, Units.val_neg] at this
      linarith
    · have := H i.succ
      simp only [f1, energy_attach, z] at this
      linarith
  · rintro ⟨h0, H⟩ i
    induction i using Fin.cases with
    | zero =>
      simp only [f0, energy_attach, z, Units.val_neg]
      linarith
    | succ k =>
      have := H k
      simp only [f1, energy_attach, z]
      linarith
```

## (c) Counting with the first spin fixed

For any property \(P\) of configurations, show that
\[
\#\{s:s_0=b,\ P(s)\}=\#\{t:P(bt)\}.
\]

**Solution.** A chain beginning with \(b\) is \(bt\) for exactly one \(t\), obtained by deleting its first spin. Thus \(t\mapsto bt\) matches the two sets one to one. The code shows that the left set is the image of the right one (`himg`) and that attachment is injective (`hinj`). Here `ncard` is the number of elements of a set.

```lean
/-- Configurations with a given first spin are counted by the rest of the chain. -/
theorem ncard_attach {N : ℕ} (b : ℤˣ) (P : Spins (N + 1) → Prop) :
    {s : Spins (N + 1) | s 0 = b ∧ P s}.ncard = {t : Spins N | P (attach b t)}.ncard := by
  have himg : {s : Spins (N + 1) | s 0 = b ∧ P s} = attach b '' {t | P (attach b t)} := by
    ext s
    constructor
    · rintro ⟨h, hp⟩
      have e : attach b (fun i => s i.succ) = s := by
        funext j
        refine Fin.cases ?_ (fun k => ?_) j <;> simp [attach, h]
      refine ⟨fun i => s i.succ, ?_, e⟩
      rw [Set.mem_ofPred_eq, e]
      exact hp
    · rintro ⟨t, ht, rfl⟩
      exact ⟨rfl, ht⟩
  have hinj : Function.Injective (attach b : Spins N → Spins (N + 1)) := fun t u h =>
    funext fun i => by
      have := congrFun h i.succ
      simpa [attach] using this
  rw [himg, Set.ncard_image_of_injective _ hinj]
```

## (d) Splitting by the first spin

Show that, for either spin value \(b\),
\[
\#\{s:P(s)\}=\#\{s:s_0=b,P(s)\}+\#\{s:s_0=-b,P(s)\}.
\]

**Solution.** The first spin is either \(b\) or \(-b\), and never both. The two sets on the right are therefore disjoint and together contain every configuration with property \(P\). Lean proves disjointness in `hd` and then checks the union.

```lean
/-- A count of configurations splits into the two possible orientations of the first spin. -/
theorem ncard_split {N : ℕ} (b : ℤˣ) (P : Spins N → Prop) :
    {s : Spins N | P s}.ncard =
      {s : Spins N | s 0 = b ∧ P s}.ncard + {s : Spins N | s 0 = -b ∧ P s}.ncard := by
  have hb : -b ≠ b := by
    rcases Int.units_eq_one_or b with rfl | rfl <;> decide
  have hd : Disjoint {s : Spins N | s 0 = b ∧ P s} {s : Spins N | s 0 = -b ∧ P s} :=
    Set.disjoint_left.mpr fun s h1 h2 => hb (h2.1.symm.trans h1.1)
  rw [← Set.ncard_union_eq hd (Set.toFinite _) (Set.toFinite _)]
  congr 1
  ext s
  have hs : s 0 = b ∨ s 0 = -b := by
    rcases Int.units_eq_one_or (s 0) with h | h <;>
      rcases Int.units_eq_one_or b with h' | h' <;> simp [h, h']
  simp only [Set.mem_ofPred_eq, Set.mem_union]
  tauto
```

## (e) Fibonacci numbers from a frozen neighbour

Let \(A_N(b)\) count the traps with \(s_0=b\) in the field \(-b\), and \(B_N(b)\) those with \(s_0=b\) in the field \(b\). With \(F_0=0\), show for every \(N\ge0\) that
\[
A_N(b)=F_{N+1},\qquad B_N(b)=F_N.
\]

**Solution.** For \(N=0\) there is one spin \(b\), and flipping it changes the energy by \(-2hb\). It is a trap exactly when \(hb\le0\). Hence \(A_0(b)=1=F_1\) and \(B_0(b)=0=F_0\).

Assume the result for \(N\) and write a chain with \(N+1\) bonds as \(bt\). In the field \(-b\), the first condition in (b) is
\[
b(-b+t_0)=-1+bt_0\le0,
\]
which always holds. What remains is to count all traps \(t\) in the field \(b\). Splitting by \(t_0=b\) or \(t_0=-b\) gives
\[
A_{N+1}(b)=B_N(b)+A_N(-b)=F_N+F_{N+1}=F_{N+2}.
\]

In the field \(b\), the condition is \(1+bt_0\le0\), which forces \(t_0=-b\). Therefore
\[
B_{N+1}(b)=A_N(-b)=F_{N+1}.
\]

The Lean induction follows these cases: `sgn'` is the condition that always holds, `sgn` is the one that forces a reversal, and `anti` supplies \(A_N(-b)\).

```lean
/-- With the first spin fixed, the traps number `F (N+1)` if a fixed outer neighbour is
antiparallel to it, and `F N` if that neighbour is parallel. -/
theorem count_pinned (N : ℕ) : ∀ b : ℤˣ,
    {s : Spins N | s 0 = b ∧ IsTrapIn (-(b : ℤ)) s}.ncard = Nat.fib (N + 1) ∧
    {s : Spins N | s 0 = b ∧ IsTrapIn (b : ℤ) s}.ncard = Nat.fib N := by
  induction N with
  | zero =>
    intro b
    have i0 : ∀ i : Fin (0 + 1), i = 0 := fun i => Subsingleton.elim (α := Fin 1) i 0
    have key : ∀ (h : ℤ) (s : Spins 0), IsTrapIn h s ↔ h * (s 0 : ℤ) ≤ 0 := by
      intro h s
      constructor
      · intro H
        have := H 0
        simp only [energy, flipSpin, Function.update_self, Fin.sum_univ_zero,
          Units.val_neg] at this
        linarith
      · intro H i
        rw [i0 i]
        simp only [energy, flipSpin, Function.update_self, Fin.sum_univ_zero, Units.val_neg]
        linarith
    constructor
    · have e : {s : Spins 0 | s 0 = b ∧ IsTrapIn (-(b : ℤ)) s} = {fun _ => b} := by
        ext s
        simp only [Set.mem_ofPred_eq, key, Set.mem_singleton_iff]
        constructor
        · rintro ⟨h, _⟩
          funext i
          rw [i0 i]
          exact h
        · rintro rfl
          refine ⟨rfl, ?_⟩
          rcases Int.units_eq_one_or b with rfl | rfl <;> simp
      rw [e, Set.ncard_singleton]
      rfl
    · have e : {s : Spins 0 | s 0 = b ∧ IsTrapIn (b : ℤ) s} = ∅ := by
        apply Set.eq_empty_of_forall_notMem
        rintro s ⟨h, H⟩
        rw [key, h] at H
        rcases Int.units_eq_one_or b with hb | hb <;> simp [hb] at H
      rw [e, Set.ncard_empty]
      rfl
  | succ N ih =>
    intro b
    have sgn : ∀ a x : ℤˣ, (a : ℤ) * ((a : ℤ) + (x : ℤ)) ≤ 0 ↔ x = -a := by
      intro a x
      rcases Int.units_eq_one_or a with rfl | rfl <;>
        rcases Int.units_eq_one_or x with rfl | rfl <;> decide
    have sgn' : ∀ a x : ℤˣ, (a : ℤ) * (-(a : ℤ) + (x : ℤ)) ≤ 0 := by
      intro a x
      rcases Int.units_eq_one_or a with rfl | rfl <;>
        rcases Int.units_eq_one_or x with rfl | rfl <;> decide
    have anti := (ih (-b)).1
    simp only [Units.val_neg, neg_neg] at anti
    constructor
    · -- an antiparallel outer neighbour leaves the next spin free
      rw [ncard_attach b (IsTrapIn (-(b : ℤ)))]
      simp only [isTrapIn_attach, sgn', true_and]
      rw [ncard_split b (IsTrapIn (b : ℤ)), (ih b).2, anti]
      exact Nat.fib_add_two.symm
    · -- a parallel outer neighbour forces the next spin to be reversed
      rw [ncard_attach b (IsTrapIn (b : ℤ))]
      simp only [isTrapIn_attach, sgn]
      exact anti
```

## (f) The number of traps of the free chain

For \(N\ge1\), show that
\[
\#\{s:s\text{ is a trap}\}=2F_N.
\]

**Solution.** A free end means \(h=0\). Write the chain as \(bt\), where \(t\) has \(N-1\) bonds. Rule (b) requires \(bt_0\le0\), so \(t_0=-b\), and \(t\) must be a trap in the field \(b\). By (e) there are \(A_{N-1}(-b)=F_N\) choices of \(t\). The two values of \(b\) give \(2F_N=2F_{n-1}\).

The hypothesis `1 ≤ N` excludes the single spin, for which both configurations are traps although \(2F_0=0\). In the code, `free` identifies the free chain with zero field, and `key` counts the traps for each first spin.

```lean
/-- An open antiferromagnetic chain of `N + 1` spins, with `N ≥ 1`, has exactly `2 F N`
configurations that no single spin flip can lower in energy. -/
theorem count_traps (N : ℕ) (hN : 1 ≤ N) :
    {s : Spins N | IsTrap s}.ncard = 2 * Nat.fib N := by
  obtain ⟨M, rfl⟩ : ∃ M, N = M + 1 := ⟨N - 1, by omega⟩
  have free : ∀ s : Spins (M + 1), IsTrap s ↔ IsTrapIn 0 s := by
    intro s
    simp only [IsTrap, IsTrapIn, zero_mul, zero_add]
  have sgn : ∀ a x : ℤˣ, (a : ℤ) * (0 + (x : ℤ)) ≤ 0 ↔ x = -a := by
    intro a x
    rcases Int.units_eq_one_or a with rfl | rfl <;>
      rcases Int.units_eq_one_or x with rfl | rfl <;> decide
  -- a free end forces the first bond to be antiparallel
  have key : ∀ b : ℤˣ, {s : Spins (M + 1) | s 0 = b ∧ IsTrap s}.ncard = Nat.fib (M + 1) := by
    intro b
    have anti := (count_pinned M (-b)).1
    simp only [Units.val_neg, neg_neg] at anti
    rw [ncard_attach b IsTrap]
    simp only [free, isTrapIn_attach, sgn]
    exact anti
  rw [ncard_split 1 IsTrap, key 1, key (-1), two_mul]
```

## (g) A lower bound on the energy

Show that
\[
E(s)\ge-N.
\]

**Solution.** Each product \(s_is_{i+1}\) is at least \(-1\), and there are \(N\) of them. Lean checks one bond in `bond` and sums the inequalities.

```lean
/-- The energy of a chain with `N` bonds is at least `-N`. -/
theorem energy_ge {N : ℕ} (s : Spins N) : -(N : ℤ) ≤ energy s := by
  have bond : ∀ a x : ℤˣ, (-1 : ℤ) ≤ (a : ℤ) * (x : ℤ) := by
    intro a x
    rcases Int.units_eq_one_or a with rfl | rfl <;>
      rcases Int.units_eq_one_or x with rfl | rfl <;> decide
  have h : ∑ _i : Fin N, (-1 : ℤ) ≤ energy s :=
    Finset.sum_le_sum fun i _ => bond (s i.castSucc) (s i.succ)
  simpa using h
```

## (h) The two ground states

Show that
\[
\#\{s:E(s)=-N\}=2.
\]

**Solution.** For \(N=0\), both configurations have energy zero. For a chain \(bt\) with \(N+1\) bonds, \(E(bt)=bt_0+E(t)\), where the terms are at least \(-1\) and \(-N\). The sum equals \(-(N+1)\) only if both bounds are attained, so \(t_0=-b\) and \(E(t)=-N\). By induction, each first spin determines one alternating chain, and there are two first spins. The code proves this count of one in `key`, then adds the two orientations using (d).

```lean
/-- Exactly two configurations have the energy `-N`. -/
theorem count_ground (N : ℕ) : {s : Spins N | energy s = -(N : ℤ)}.ncard = 2 := by
  have key : ∀ b : ℤˣ, {s : Spins N | s 0 = b ∧ energy s = -(N : ℤ)}.ncard = 1 := by
    induction N with
    | zero =>
      intro b
      have e : {s : Spins 0 | s 0 = b ∧ energy s = -((0 : ℕ) : ℤ)} = {fun _ => b} := by
        ext s
        constructor
        · rintro ⟨h, _⟩
          funext i
          rw [show i = 0 from Subsingleton.elim (α := Fin 1) i 0]
          exact h
        · rintro rfl
          exact ⟨rfl, by simp [energy]⟩
      rw [e, Set.ncard_singleton]
    | succ N ih =>
      intro b
      have bond : ∀ a x : ℤˣ, ((a : ℤ) * (x : ℤ) = -1 ∧ x = -a) ∨
          ((a : ℤ) * (x : ℤ) = 1 ∧ x ≠ -a) := by
        intro a x
        rcases Int.units_eq_one_or a with rfl | rfl <;>
          rcases Int.units_eq_one_or x with rfl | rfl <;> decide
      have e : ∀ t : Spins N, energy (attach b t) = -((N + 1 : ℕ) : ℤ) ↔
          t 0 = -b ∧ energy t = -(N : ℤ) := by
        intro t
        have hge := energy_ge t
        rw [energy_attach]
        push_cast
        rcases bond b (t 0) with ⟨h1, h2⟩ | ⟨h1, h2⟩
        · exact ⟨fun h => ⟨h2, by linarith⟩, fun h => by linarith [h.2]⟩
        · exact ⟨fun h => by exfalso; linarith, fun h => absurd h.1 h2⟩
      have h := ncard_attach b (fun s : Spins (N + 1) => energy s = -((N + 1 : ℕ) : ℤ))
      simp only [e] at h
      exact h.trans (ih (-b))
  have h := ncard_split 1 (fun s : Spins N => energy s = -(N : ℤ))
  rw [key 1, key (-1)] at h
  exact h
```

## (i) Traps above the ground state

For \(N\ge1\), show that
\[
\#\{s:s\text{ is a trap},\ E(s)>-N\}+2=2F_N.
\]

**Solution.** By (g), no flip can lower a configuration of energy \(-N\), so both configurations in (h) are traps. Every other trap has \(E>-N\). Adding the two disjoint groups gives the total in (f).

There are no excited traps for \(N=1\) or \(N=2\). For \(N=3\) there are two: \((1,-1,-1,1)\) and its global reversal. Lean forms the disjoint union and inserts the earlier counts.

```lean
/-- For `N ≥ 1`, the traps with energy above `-N`, together with two more configurations,
number `2 F N`. -/
theorem count_excited_traps (N : ℕ) (hN : 1 ≤ N) :
    {s : Spins N | IsTrap s ∧ -(N : ℤ) < energy s}.ncard + 2 = 2 * Nat.fib N := by
  have hd : Disjoint {s : Spins N | IsTrap s ∧ -(N : ℤ) < energy s}
      {s : Spins N | energy s = -(N : ℤ)} :=
    Set.disjoint_left.mpr fun s h1 h2 => h1.2.ne' h2
  have e : {s : Spins N | IsTrap s ∧ -(N : ℤ) < energy s} ∪
      {s : Spins N | energy s = -(N : ℤ)} = {s | IsTrap s} := by
    ext s
    constructor
    · rintro (h | h)
      · exact h.1
      · intro i
        exact (le_of_eq h).trans (energy_ge _)
    · intro h
      rcases (energy_ge s).lt_or_eq with h' | h'
      · exact Or.inl ⟨h, h'⟩
      · exact Or.inr h'.symm
  have hu := Set.ncard_union_eq hd (Set.toFinite _) (Set.toFinite _)
  rw [e, count_traps N hN, count_ground] at hu
  exact hu.symm
```

## (j) An explicit exponential bound

For a chain of \(2k+2\) spins, with \(k\ge0\), show that
\[
2^{k+1}\le\#\{s:s\text{ is a trap}\}.
\]

**Solution.** Here \(N=2k+1\), so by (f) it suffices to show \(2^k\le F_{2k+1}\). For \(k=0\) this reads \(1\le1\). For the next step,
\[
F_{2k+3}=F_{2k+1}+F_{2k+2}\ge2F_{2k+1}\ge2^{k+1}.
\]
The induction `hf` is this argument. The bound is stated for even numbers of spins, while the exact count in (f) holds for both parities.

```lean
/-- Exponential growth: a chain of `2k + 2` spins has at least `2 ^ (k + 1)` traps. -/
theorem exponentially_many_traps (k : ℕ) :
    2 ^ (k + 1) ≤ {s : Spins (2 * k + 1) | IsTrap s}.ncard := by
  have hf : 2 ^ k ≤ Nat.fib (2 * k + 1) := by
    induction k with
    | zero => simp
    | succ k ih =>
      have h1 : Nat.fib (2 * (k + 1) + 1) =
          Nat.fib (2 * k + 1) + Nat.fib (2 * k + 1 + 1) := Nat.fib_add_two
      have h2 : Nat.fib (2 * k + 1) ≤ Nat.fib (2 * k + 1 + 1) := Nat.fib_le_fib_succ
      rw [h1, pow_succ]
      omega
  rw [count_traps _ (by omega), pow_succ]
  omega

end AntiferromagneticTraps
```

```lean
#print axioms AntiferromagneticTraps.count_traps
-- 'AntiferromagneticTraps.count_traps' depends on axioms: [propext, Classical.choice, Quot.sound]
#print axioms AntiferromagneticTraps.count_excited_traps
-- 'AntiferromagneticTraps.count_excited_traps' depends on axioms: [propext, Classical.choice, Quot.sound]
#print axioms AntiferromagneticTraps.exponentially_many_traps
-- 'AntiferromagneticTraps.exponentially_many_traps' depends on axioms: [propext, Classical.choice, Quot.sound]
```
